# The Unsöld estimate S(−1)²/S(0) is a lower bound on the static polarizability of a finite spectrum with positive strengths

## Does one mean energy always underestimate α?

When I need a static polarizability and want to avoid the full sum over excited states, I replace every energy denominator by one mean excitation energy and collapse what remains of the sum by closure. In atomic units, with oscillator strengths f_i, excitation energies w_i and the moments S(k) = Σ_i f_i w_i^k, the polarizability is α = S(−2). I take S(0)/S(−1) as the mean energy, and my estimate becomes S(−1)²/S(0). I believe that for finitely many states with all f_i > 0 and w_i > 0 this never exceeds α, and that it is exact only if there is a single excitation energy. Can this be derived rigorously, including the equality case, and checked by machine?

## The defect S(k) S(k+2) − S(k+1)² is S(k)² times a weighted variance of the excitation energies

Both claims are right under the hypotheses you name, given at least one excited state so that S(0) is nonzero. For one Cartesian component, with transition dipole d_i from the ground state to state i, the strength is f_i = 2 w_i |d_i|², and second-order perturbation theory gives

α = 2 Σ_i |d_i|² / w_i = Σ_i f_i / w_i² = S(−2).

Replacing each denominator w_i in the first form by one energy Δ gives 2 Σ_i |d_i|² / Δ = S(−1)/Δ. Define, for integer k, the mean energy

Δ(k) = S(k+1) / S(k).

The choice Δ = Δ(−1) = S(0)/S(−1) gives your estimate, S(−1)/Δ(−1) = S(−1)²/S(0).

Fix k. The weights f_i w_i^k are positive and there is at least one, so S(k) > 0. For any real reference energy m, expanding (w_i − m)² = w_i² − 2m w_i + m² term by term gives

Σ_i f_i w_i^k (w_i − m)² = S(k+2) − 2m S(k+1) + m² S(k).

Put m = Δ(k). The second term is −2 S(k+1)²/S(k) and the third is +S(k+1)²/S(k), so the right side equals S(k+2) − S(k+1)²/S(k). Multiplying by S(k),

S(k) S(k+2) − S(k+1)² = S(k) Σ_i f_i w_i^k (w_i − Δ(k))².

Dividing the weights by their sum S(k) turns the sum on the right into S(k) times the variance of the energies about their weighted mean Δ(k), so the defect is S(k)² times that variance. It is nonnegative, hence

S(k+1)² ≤ S(k) S(k+2).

If equality holds, the sum vanishes because S(k) ≠ 0. A vanishing sum of nonnegative terms has every term zero, and each weight is positive, so w_i = Δ(k) for all i and the energies coincide. Conversely, if every w_i equals c, then S(n+1) = c S(n) for every integer n, so S(k+1)² = c² S(k)² and S(k) S(k+2) = S(k) · c² S(k) agree. At k = −2 the inequality reads S(−1)² ≤ S(−2) S(0), and division by S(0) > 0 gives

S(−1)² / S(0) ≤ α,

with equality exactly when all w_i coincide.

The same inequality, divided by S(k) S(k+1) > 0, says Δ(k) ≤ Δ(k+1) for every integer k. Since α = S(−1)/Δ(−2) identically, the lower bound is the case Δ(−2) ≤ Δ(−1), and the denominator in your estimate is at least as large as the one that would reproduce α.

The direction of the bound depends on the energy chosen, and the Unsöld approximation as such leaves Δ open. If w₀ > 0 satisfies w₀ ≤ w_i for all i, then f_i w_i^(−2) w₀ ≤ f_i w_i^(−2) w_i = f_i w_i^(−1) term by term, and summing gives

α ≤ S(−1) / w₀.

## Strengths and energies as positive functions on a finite set of states

The type `ι` labels the excited states and is finite, and `f w : ι → ℝ` hold the strengths and excitation energies. `S f w k` is S(k) with `k : ℤ`, so negative orders are integer powers. `polarizability f w` is defined independently as Σ_i f_i / w_i², `meanEnergy f w k` is Δ(k), and `unsold f w` is S(−1)/Δ(−1). The prefactors are those of atomic units.

The theorem `polarizability_lower_bound` assumes `Nonempty ι`, `∀ i, 0 < f i` and `∀ i, 0 < w i`. It concludes that `S f w (-1) ^ 2 / S f w 0 ≤ polarizability f w`, and that the two sides are equal if and only if `∀ i j, w i = w j`. The theorem `unsold_le_polarizability` says the same with `unsold f w` on the left. Several states may share the one energy, as in a degenerate excited level, and with a single state the equality always holds.

Positive w_i means that the reference state lies strictly below every state in the sum, as for a nondegenerate ground state. An excited reference state with a dipole-allowed downward transition, which carries a negative energy and a negative strength, is excluded. Strictly positive f_i means that dark states are left out of `ι`. This matters for the equality case, because a state with f_i = 0 could sit at any energy without changing a single S(k). The theorem `polarizability_upper_bound` asks for less, namely `0 ≤ f i`, `0 < w₀` and `w₀ ≤ w i`, and it allows an empty set of states.

The numbers f_i and w_i are input data and no Hamiltonian appears, so the perturbation formula for α, the closure value of S(−1) as twice the ground-state variance of the dipole component and the Thomas–Reiche–Kuhn value of S(0) as the electron number are physical background and not part of what Lean verifies. A continuum or an infinite series of bound states is not covered. In a finite-basis sum-over-states calculation with positive strengths and energies, the two bounds bracket the computed α, provided S(−1) and S(0) are the moments of that same finite spectrum and not their complete-basis values.

```lean
import Mathlib

open Finset

namespace UnsoeldClosure

noncomputable section

variable {ι : Type*} [Fintype ι]

/-- The sum rule `S(k) = ∑ f_i w_i^k` for oscillator strengths `f_i` and
excitation energies `w_i`. -/
def S (f w : ι → ℝ) (k : ℤ) : ℝ := ∑ i, f i * w i ^ k

/-- The static polarizability as a sum over states, `α = ∑ f_i / w_i²`. -/
def polarizability (f w : ι → ℝ) : ℝ := ∑ i, f i / w i ^ 2

/-- The mean excitation energy `Δ(k) = S(k+1) / S(k)`. -/
def meanEnergy (f w : ι → ℝ) (k : ℤ) : ℝ := S f w (k + 1) / S f w k

/-- The Unsöld closure estimate `S(-1) / Δ(-1)` of the polarizability, with the single
energy denominator `Δ(-1) = S(0) / S(-1)`. -/
def unsold (f w : ι → ℝ) : ℝ := S f w (-1) / meanEnergy f w (-1)

variable {f w : ι → ℝ}

/-- With at least one state and positive strengths and energies, every sum rule is positive. -/
theorem S_pos [Nonempty ι] (hf : ∀ i, 0 < f i) (hw : ∀ i, 0 < w i) (k : ℤ) :
    0 < S f w k :=
  Finset.sum_pos (fun i _ => mul_pos (hf i) (zpow_pos (hw i) k)) Finset.univ_nonempty

/-- The static polarizability is the sum rule `S(-2)`. -/
theorem polarizability_eq (f w : ι → ℝ) : polarizability f w = S f w (-2) := by
  unfold polarizability S
  refine Finset.sum_congr rfl fun i _ => ?_
  rw [zpow_neg, zpow_two, div_eq_mul_inv, pow_two]

/-- The spread of the energies about any reference energy `m`, with weights `f_i w_i^k`,
equals `S(k+2) - 2 m S(k+1) + m² S(k)`. -/
theorem spread (f : ι → ℝ) (hw : ∀ i, w i ≠ 0) (k : ℤ) (m : ℝ) :
    ∑ i, f i * w i ^ k * (w i - m) ^ 2
      = S f w (k + 2) - 2 * m * S f w (k + 1) + m ^ 2 * S f w k := by
  simp only [S, Finset.mul_sum, ← Finset.sum_sub_distrib, ← Finset.sum_add_distrib]
  refine Finset.sum_congr rfl fun i _ => ?_
  have h2 : w i ^ (k + 2) = w i ^ k * w i * w i := by
    rw [show k + 2 = k + 1 + 1 by ring, zpow_add_one₀ (hw i), zpow_add_one₀ (hw i)]
  rw [h2, zpow_add_one₀ (hw i)]
  ring

/-- With at least one state and positive strengths and energies, the defect `S(k) S(k+2) - S(k+1)²`
is `S(k)` times the weighted spread of the energies about the mean energy `Δ(k)`. -/
theorem defect [Nonempty ι] (hf : ∀ i, 0 < f i) (hw : ∀ i, 0 < w i) (k : ℤ) :
    S f w k * S f w (k + 2) - S f w (k + 1) ^ 2
      = S f w k * ∑ i, f i * w i ^ k * (w i - meanEnergy f w k) ^ 2 := by
  have hm : meanEnergy f w k * S f w k = S f w (k + 1) :=
    div_mul_cancel₀ _ (S_pos hf hw k).ne'
  rw [spread f (fun i => (hw i).ne')]
  linear_combination (-(meanEnergy f w k * S f w k - S f w (k + 1))) * hm

/-- With at least one state and positive strengths and energies, three consecutive sum rules obey
`S(k+1)² ≤ S(k) S(k+2)`. -/
theorem S_sq_le [Nonempty ι] (hf : ∀ i, 0 < f i) (hw : ∀ i, 0 < w i) (k : ℤ) :
    S f w (k + 1) ^ 2 ≤ S f w k * S f w (k + 2) := by
  have h := defect hf hw k
  have h0 : 0 ≤ ∑ i, f i * w i ^ k * (w i - meanEnergy f w k) ^ 2 :=
    Finset.sum_nonneg fun i _ =>
      mul_nonneg (mul_pos (hf i) (zpow_pos (hw i) k)).le (sq_nonneg _)
  have h1 := mul_nonneg (S_pos hf hw k).le h0
  linarith

/-- `S(k+1)² = S(k) S(k+2)` holds exactly when all excitation energies coincide, given at least one
state and positive strengths and energies. -/
theorem S_sq_eq_iff [Nonempty ι] (hf : ∀ i, 0 < f i) (hw : ∀ i, 0 < w i) (k : ℤ) :
    S f w (k + 1) ^ 2 = S f w k * S f w (k + 2) ↔ ∀ i j, w i = w j := by
  constructor
  · intro h
    have hd := defect hf hw k
    rw [h, sub_self] at hd
    -- the spread vanishes, hence so does each of its nonnegative terms
    have hs := (mul_eq_zero.mp hd.symm).resolve_left (S_pos hf hw k).ne'
    have hp : ∀ i, 0 < f i * w i ^ k := fun i => mul_pos (hf i) (zpow_pos (hw i) k)
    have hz := (Finset.sum_eq_zero_iff_of_nonneg
      (fun i _ => mul_nonneg (hp i).le (sq_nonneg (w i - meanEnergy f w k)))).mp hs
    have hm : ∀ i, w i = meanEnergy f w k := fun i => by
      have h1 := (mul_eq_zero.mp (hz i (Finset.mem_univ i))).resolve_left (hp i).ne'
      have h2 : w i - meanEnergy f w k = 0 := pow_eq_zero_iff (two_ne_zero) |>.mp h1
      linarith
    intro i j
    rw [hm i, hm j]
  · intro h
    obtain ⟨a⟩ := ‹Nonempty ι›
    -- one energy: the sum rules form a geometric sequence
    have h1 : ∀ n : ℤ, S f w (n + 1) = w a * S f w n := fun n => by
      simp only [S, Finset.mul_sum]
      refine Finset.sum_congr rfl fun i _ => ?_
      rw [zpow_add_one₀ (hw i).ne', h a i]
      ring
    rw [show k + 2 = k + 1 + 1 by ring, h1 (k + 1), h1 k]
    ring

/-- With at least one state and positive strengths and energies, the polarizability satisfies `α ≥
S(-1)² / S(0)`, with equality exactly when all excitation energies coincide. -/
theorem polarizability_lower_bound [Nonempty ι] (hf : ∀ i, 0 < f i) (hw : ∀ i, 0 < w i) :
    S f w (-1) ^ 2 / S f w 0 ≤ polarizability f w ∧
      (S f w (-1) ^ 2 / S f w 0 = polarizability f w ↔ ∀ i j, w i = w j) := by
  have h0 := S_pos hf hw 0
  have hle := S_sq_le hf hw (-2)
  have heq := S_sq_eq_iff hf hw (-2)
  rw [show (-2 : ℤ) + 1 = -1 by norm_num, show (-2 : ℤ) + 2 = 0 by norm_num] at hle heq
  rw [polarizability_eq]
  refine ⟨(div_le_iff₀ h0).mpr hle, ?_⟩
  rw [div_eq_iff h0.ne']
  exact heq

/-- With at least one state and positive strengths and energies, the mean excitation energies do not
decrease with the order: `Δ(k) ≤ Δ(k+1)`. -/
theorem meanEnergy_le_succ [Nonempty ι] (hf : ∀ i, 0 < f i) (hw : ∀ i, 0 < w i) (k : ℤ) :
    meanEnergy f w k ≤ meanEnergy f w (k + 1) := by
  unfold meanEnergy
  rw [div_le_div_iff₀ (S_pos hf hw k) (S_pos hf hw (k + 1)),
    show k + 1 + 1 = k + 2 by ring]
  have h := S_sq_le hf hw k
  linarith

/-- If all excitation energies are at least `w₀ > 0` and the strengths are nonnegative,
then `α ≤ S(-1) / w₀`. -/
theorem polarizability_upper_bound (hf : ∀ i, 0 ≤ f i) {w₀ : ℝ} (h0 : 0 < w₀)
    (hw : ∀ i, w₀ ≤ w i) : polarizability f w ≤ S f w (-1) / w₀ := by
  rw [polarizability_eq, le_div_iff₀ h0]
  simp only [S, Finset.sum_mul]
  refine Finset.sum_le_sum fun i _ => ?_
  have hi : 0 < w i := lt_of_lt_of_le h0 (hw i)
  have h1 : w i ^ (-1 : ℤ) = w i ^ (-2 : ℤ) * w i := by
    rw [← zpow_add_one₀ hi.ne', show (-2 : ℤ) + 1 = -1 by norm_num]
  rw [h1, ← mul_assoc]
  exact mul_le_mul_of_nonneg_left (hw i) (mul_nonneg (hf i) (zpow_pos hi _).le)

/-- With at least one state and positive strengths and energies, the closure estimate `S(-1) /
Δ(-1)` does not exceed the polarizability, and equals it exactly when all excitation energies
coincide. -/
theorem unsold_le_polarizability [Nonempty ι] (hf : ∀ i, 0 < f i) (hw : ∀ i, 0 < w i) :
    unsold f w ≤ polarizability f w ∧
      (unsold f w = polarizability f w ↔ ∀ i j, w i = w j) := by
  have h : unsold f w = S f w (-1) ^ 2 / S f w 0 := by
    unfold unsold meanEnergy
    rw [show (-1 : ℤ) + 1 = 0 by norm_num, div_div_eq_mul_div, pow_two]
  rw [h]
  exact polarizability_lower_bound hf hw

end

end UnsoeldClosure
```

```lean
#print axioms UnsoeldClosure.polarizability_lower_bound
-- 'UnsoeldClosure.polarizability_lower_bound' depends on axioms: [propext, Classical.choice, Quot.sound]
#print axioms UnsoeldClosure.meanEnergy_le_succ
-- 'UnsoeldClosure.meanEnergy_le_succ' depends on axioms: [propext, Classical.choice, Quot.sound]
#print axioms UnsoeldClosure.polarizability_upper_bound
-- 'UnsoeldClosure.polarizability_upper_bound' depends on axioms: [propext, Classical.choice, Quot.sound]
#print axioms UnsoeldClosure.unsold_le_polarizability
-- 'UnsoeldClosure.unsold_le_polarizability' depends on axioms: [propext, Classical.choice, Quot.sound]
```

## From the spread identity to the two bounds

`S_pos` gives S(k) > 0 as a nonempty sum of positive terms, and `polarizability_eq` identifies α with S(−2) term by term. `spread` is the expansion about m and needs only `w i ≠ 0`. It merges the right side into one sum, writes w_i^(k+1) and w_i^(k+2) as w_i^k times one or two factors of w_i through `zpow_add_one₀`, and lets `ring` expand the square.

`defect` avoids fractions. It records `hm`, which is Δ(k) S(k) = S(k+1), and inserts `spread`. The left side minus the right side is then −(Δ(k) S(k) − S(k+1))², and `linear_combination` confirms this as `hm` multiplied by −(Δ(k) S(k) − S(k+1)). `S_sq_le` shows that the spread and its product with S(k) are nonnegative and concludes by `linarith`.

In `S_sq_eq_iff` the forward direction cancels S(k) to get `hs`, the vanishing of the spread. `Finset.sum_eq_zero_iff_of_nonneg` passes to the single terms, and cancelling the positive weight and removing the square gives `hm`, that every w_i equals Δ(k). The backward direction picks a state `a`, uses `w a` as the common energy c, proves S(n+1) = c S(n) as `h1`, and applies it at k+1 and at k.

`polarizability_lower_bound` takes both results at k = −2 and clears the denominator S(0) with `div_le_iff₀` and `div_eq_iff`. `meanEnergy_le_succ` cross-multiplies the two quotients and arrives at `S_sq_le`. `polarizability_upper_bound` multiplies through by w₀ and compares terms with `Finset.sum_le_sum`, using w_i^(−1) = w_i^(−2) w_i. Finally `unsold_le_polarizability` rewrites S(−1)/(S(0)/S(−1)) as S(−1)²/S(0) and invokes the lower bound.
